# A 1/k bound on the excess objective in iterative soft thresholding with a short step

## Energies, interactions and the update

A cluster expansion predicts the energies of a finite set of alloy structures as $Ax$. The row of $A$ for a structure holds its cluster correlations, and $x$ holds the effective interactions. The vector $y$ holds reference energies, for example from electronic-structure calculations. In Lean, the finite types `m` and `n` label structures and clusters, and all entries are real numbers.

```lean
import Mathlib

open Matrix

namespace ClusterExpansionSoftThresholding

noncomputable section

variable {m n : Type*} [Fintype m] [Fintype n]
```

Throughout, $\|v\|^2=\sum_i v_i^2$ and $\|v\|_1=\sum_i|v_i|$. The code spells out the sum of squares because Mathlib's default norm on functions such as `n → ℝ` is the maximum norm.

```lean
/-- The squared Euclidean norm of a real vector. -/
def sqNorm {ι : Type*} [Fintype ι] (v : ι → ℝ) : ℝ := ∑ i, v i ^ 2
```

The quantity to be lowered is

$$F(x)=\tfrac12\|Ax-y\|^2+\lambda\|x\|_1 .$$

The weight $\lambda$, written `lam`, sets how much misfit is accepted in return for smaller interactions. Every component of $x$ is penalised, including a constant term if $A$ has a column for one.

```lean
/-- The fitting objective: half the squared misfit between predicted energies `A x` and
reference energies `y`, plus `lam` times the sum of the absolute interactions. -/
def objective (A : Matrix m n ℝ) (y : m → ℝ) (lam : ℝ) (x : n → ℝ) : ℝ :=
  sqNorm (A *ᵥ x - y) / 2 + lam * ∑ i, |x i|
```

The gradient of the half squared misfit is $g(x)=A^{\mathsf T}(Ax-y)$. It is introduced by this formula; no derivative is taken in the file.

```lean
/-- The gradient `Aᵀ (A x - y)` of the half squared misfit. -/
def gradient (A : Matrix m n ℝ) (y : m → ℝ) (x : n → ℝ) : n → ℝ :=
  Aᵀ *ᵥ (A *ᵥ x - y)
```

For a threshold $\tau\ge0$, soft thresholding is

$$S_\tau(u)=\begin{cases}u-\tau,&u>\tau\\ u+\tau,&u<-\tau\\ 0,&|u|\le\tau.\end{cases}$$

```lean
/-- Soft thresholding: a number is moved towards zero by `τ`, and set to zero if its
magnitude is at most `τ`, for a threshold `τ ≥ 0`. -/
def soft (τ u : ℝ) : ℝ := if τ < u then u - τ else if u < -τ then u + τ else 0
```

One update with step $t$ sends $x$ to $p$, where $p_i=S_{t\lambda}\big(x_i-t\,g_i(x)\big)$.

```lean
/-- One update of the interactions: a gradient step of length `t` on the misfit, then soft
thresholding of each component with threshold `t * lam`. -/
def update (A : Matrix m n ℝ) (y : m → ℝ) (lam t : ℝ) (x : n → ℝ) : n → ℝ :=
  fun i => soft (t * lam) (x i - t * gradient A y x i)
```

Starting from $x_0$, the vector $x_k$ is the result of $k$ updates.

```lean
/-- The interactions after `k` updates from the starting guess `x₀`. -/
def iterate (A : Matrix m n ℝ) (y : m → ℝ) (lam t : ℝ) (x₀ : n → ℝ) (k : ℕ) : n → ℝ :=
  (update A y lam t)^[k] x₀
```

Parts (e) to (h) assume $\lambda\ge0$, $t>0$, $tL\le1$ and $\|Av\|^2\le L\|v\|^2$ for all $v$. The constant $L$ caps how strongly a change in the interactions can change the predicted energies, and so it limits the curvature of the misfit. For $L>0$ the step condition is $0<t\le1/L$.

## (a) Sign of the squared norm

**Task.** Show that $0\le\|v\|^2$ for every real vector $v$.

**Solution.** Each $v_i^2$ is nonnegative, hence so is the sum. An empty sum is zero.

```lean
/-- The squared norm is nonnegative. -/
lemma sqNorm_nonneg {ι : Type*} [Fintype ι] (v : ι → ℝ) : 0 ≤ sqNorm v :=
  Finset.sum_nonneg fun i _ => sq_nonneg (v i)
```

## (b) The margin in scalar shrinkage

**Task.** Let $\tau\ge0$ and $s=S_\tau(u)$. Show that for every real $z$

$$\tfrac12(s-u)^2+\tau|s|+\tfrac12(z-s)^2\le\tfrac12(z-u)^2+\tau|z| .$$

**Solution.** If $u>\tau$, then $s=u-\tau>0$, and the left side is

$$\tfrac12\tau^2+\tau(u-\tau)+\tfrac12(z-u+\tau)^2=\tfrac12(z-u)^2+\tau z .$$

The claim follows from $z\le|z|$. If $u<-\tau$, then $s=u+\tau<0$, the left side is $\tfrac12(z-u)^2-\tau z$, and $-z\le|z|$ suffices. If $|u|\le\tau$, then $s=0$ and the left side is

$$\tfrac12u^2+\tfrac12z^2=\tfrac12(z-u)^2+zu\le\tfrac12(z-u)^2+|z||u|\le\tfrac12(z-u)^2+\tau|z| .$$

In the code, `split_ifs` produces these three cases, and `nlinarith` does the algebra once the bound on $|z|$ or $zu$ is supplied.

```lean
/-- For a threshold `τ ≥ 0`, the soft-thresholded value of `u` minimises
`(z - u)² / 2 + τ |z|` over `z`, with a quadratic margin for every other `z`. -/
theorem soft_prox {τ : ℝ} (hτ : 0 ≤ τ) (u z : ℝ) :
    (soft τ u - u) ^ 2 / 2 + τ * |soft τ u| + (z - soft τ u) ^ 2 / 2
      ≤ (z - u) ^ 2 / 2 + τ * |z| := by
  unfold soft
  split_ifs with h1 h2
  · rw [abs_of_pos (sub_pos.2 h1)]
    nlinarith [mul_le_mul_of_nonneg_left (le_abs_self z) hτ]
  · rw [abs_of_neg (by linarith : u + τ < 0)]
    nlinarith [mul_le_mul_of_nonneg_left (neg_le_abs z) hτ]
  · -- here `|u| ≤ τ`, so the cross term `z u` is dominated by `τ |z|`
    have hu : |u| ≤ τ := abs_le.2 ⟨by linarith, by linarith⟩
    have h3 : z * u ≤ |z| * |u| := by
      rw [← abs_mul]
      exact le_abs_self _
    have h4 := mul_le_mul_of_nonneg_left hu (abs_nonneg z)
    rw [abs_zero]
    nlinarith
```

## (c) Expanding the misfit

**Task.** Show that for all $x$ and $z$

$$\|Az-y\|^2=\|Ax-y\|^2+2\,g(x)\cdot(z-x)+\|A(z-x)\|^2 .$$

**Solution.** Put $r=Ax-y$ and $d=z-x$. Then $Az-y=r+Ad$, so

$$\|r+Ad\|^2=\|r\|^2+2\,r\cdot Ad+\|Ad\|^2 .$$

Moving $A$ to the other factor gives $r\cdot Ad=(A^{\mathsf T}r)\cdot d=g(x)\cdot d$. The Lean proof establishes this transposition first, as `h`, and then compares the sums term by term.

```lean
/-- The squared misfit at `z` is its exact second-order expansion about `x`. -/
theorem misfit_expansion (A : Matrix m n ℝ) (y : m → ℝ) (x z : n → ℝ) :
    sqNorm (A *ᵥ z - y) = sqNorm (A *ᵥ x - y) + 2 * (gradient A y x ⬝ᵥ (z - x))
      + sqNorm (A *ᵥ (z - x)) := by
  have h : gradient A y x ⬝ᵥ (z - x) = (A *ᵥ x - y) ⬝ᵥ (A *ᵥ (z - x)) := by
    rw [gradient, Matrix.mulVec_transpose, Matrix.dotProduct_mulVec]
  rw [h, Matrix.mulVec_sub]
  simp only [sqNorm, dotProduct, Pi.sub_apply, Finset.mul_sum, ← Finset.sum_add_distrib]
  apply Finset.sum_congr rfl
  intro i _
  ring
```

## (d) A value of L from the data

**Task.** Show that for every $v$

$$\|Av\|^2\le\Big(\sum_i\sum_jA_{ij}^2\Big)\|v\|^2 .$$

**Solution.** Here $i$ labels structures and $j$ clusters. The Cauchy–Schwarz inequality for row $i$ reads

$$\Big(\sum_jA_{ij}v_j\Big)^2\le\Big(\sum_jA_{ij}^2\Big)\Big(\sum_jv_j^2\Big).$$

Summing over $i$ gives the result. The sum of squared entries is therefore an admissible $L$, though often larger than necessary, which makes the permitted step shorter.

```lean
/-- The sum of the squared entries of `A` bounds the amplification of squared norms by `A`. -/
theorem entrywise_bound (A : Matrix m n ℝ) (v : n → ℝ) :
    sqNorm (A *ᵥ v) ≤ (∑ i, ∑ j, A i j ^ 2) * sqNorm v := by
  unfold sqNorm
  rw [Finset.sum_mul]
  apply Finset.sum_le_sum
  intro i _
  exact Finset.sum_mul_sq_le_sq_mul_sq Finset.univ (A i) v
```

## (e) One update against an arbitrary competitor

**Task.** Let $p$ be the update of $x$. Show that for every $z$

$$2t\,[F(p)-F(z)]\le\|x-z\|^2-\|p-z\|^2 .$$

**Solution.** Write $g=g(x)$. Apply (b) to each component with $\tau=t\lambda$, $u=x_i-tg_i$ and competitor $z_i$, and multiply by two:

$$(p_i-x_i+tg_i)^2+2t\lambda|p_i|+(z_i-p_i)^2\le(z_i-x_i+tg_i)^2+2t\lambda|z_i| .$$

The terms $t^2g_i^2$ cancel. Summing over $i$ gives

$$\|p-x\|^2+2t\,g\cdot(p-x)+2t\lambda\|p\|_1+\|p-z\|^2\le\|x-z\|^2+2t\,g\cdot(z-x)+2t\lambda\|z\|_1 .$$

Expanding the misfits at $p$ and $z$ about $x$ by (c) yields

$$2t[F(p)-F(z)]=2t\,g\cdot(p-x)-2t\,g\cdot(z-x)+2t\lambda(\|p\|_1-\|z\|_1)+t\|A(p-x)\|^2-t\|A(z-x)\|^2 .$$

Inserting the summed inequality, we obtain

$$2t[F(p)-F(z)]\le\|x-z\|^2-\|p-z\|^2-\|p-x\|^2+t\|A(p-x)\|^2-t\|A(z-x)\|^2 .$$

The step condition gives $t\|A(p-x)\|^2\le tL\|p-x\|^2\le\|p-x\|^2$, and the last term is at most zero. The claim follows.

In the code, `hprox` is the summed inequality, `h1` is the curvature estimate and `h2` is the sign of the last term.

```lean
variable {A : Matrix m n ℝ} {y : m → ℝ} {lam t L : ℝ}

/-- If `lam ≥ 0`, `‖A v‖² ≤ L ‖v‖²` for all `v`, `t > 0` and `t L ≤ 1`, the excess of the
objective over its value at any `z` after one update, times `2 t`, is at most the decrease
of the squared distance to `z`. -/
theorem update_inequality (hlam : 0 ≤ lam) (ht : 0 < t)
    (hL : ∀ v, sqNorm (A *ᵥ v) ≤ L * sqNorm v) (htL : t * L ≤ 1) (x z : n → ℝ) :
    2 * t * (objective A y lam (update A y lam t x) - objective A y lam z)
      ≤ sqNorm (x - z) - sqNorm (update A y lam t x - z) := by
  obtain ⟨p, hp⟩ : ∃ p, p = update A y lam t x := ⟨_, rfl⟩
  rw [← hp]
  -- the proximal inequality, summed over all clusters
  have hprox : sqNorm (p - x) + 2 * t * (gradient A y x ⬝ᵥ (p - x))
      + 2 * t * lam * ∑ i, |p i| + sqNorm (p - z)
      ≤ sqNorm (x - z) + 2 * t * (gradient A y x ⬝ᵥ (z - x))
        + 2 * t * lam * ∑ i, |z i| := by
    simp only [sqNorm, dotProduct, Pi.sub_apply, Finset.mul_sum, ← Finset.sum_add_distrib]
    apply Finset.sum_le_sum
    intro i _
    have h := soft_prox (mul_nonneg ht.le hlam) (x i - t * gradient A y x i) (z i)
    have hpi : p i = soft (t * lam) (x i - t * gradient A y x i) := by
      rw [hp]
      rfl
    rw [← hpi] at h
    nlinarith [h]
  -- the step is short enough to control the curvature of the misfit
  have h1 : t * sqNorm (A *ᵥ (p - x)) ≤ sqNorm (p - x) := by
    calc t * sqNorm (A *ᵥ (p - x)) ≤ t * (L * sqNorm (p - x)) :=
          mul_le_mul_of_nonneg_left (hL _) ht.le
      _ = (t * L) * sqNorm (p - x) := by ring
      _ ≤ 1 * sqNorm (p - x) := mul_le_mul_of_nonneg_right htL (sqNorm_nonneg _)
      _ = sqNorm (p - x) := one_mul _
  have h2 : 0 ≤ t * sqNorm (A *ᵥ (z - x)) := mul_nonneg ht.le (sqNorm_nonneg _)
  unfold objective
  rw [misfit_expansion A y x p, misfit_expansion A y x z]
  nlinarith [hprox, h1, h2]
```

## (f) Descent of the objective

**Task.** Show that the update $p$ of $x$ satisfies

$$\|p-x\|^2\le2t\,[F(x)-F(p)] .$$

**Solution.** Set $z=x$ in (e). The first distance vanishes, leaving $2t[F(p)-F(x)]\le-\|p-x\|^2$, which rearranges to the claim. In particular, $F$ never increases.

```lean
/-- If `lam ≥ 0`, `‖A v‖² ≤ L ‖v‖²` for all `v`, `t > 0` and `t L ≤ 1`, an update lowers the
objective by at least the squared length of the move divided by `2 t`. -/
theorem update_descent (hlam : 0 ≤ lam) (ht : 0 < t)
    (hL : ∀ v, sqNorm (A *ᵥ v) ≤ L * sqNorm v) (htL : t * L ≤ 1) (x : n → ℝ) :
    sqNorm (update A y lam t x - x)
      ≤ 2 * t * (objective A y lam x - objective A y lam (update A y lam t x)) := by
  have h := update_inequality (y := y) hlam ht hL htL x x
  have h0 : sqNorm (x - x) = 0 := by simp [sqNorm]
  rw [h0] at h
  linarith
```

## (g) The rate after k updates

**Task.** Show that for every $z$ and every integer $k\ge1$

$$F(x_k)-F(z)\le\frac{\|x_0-z\|^2}{2tk} .$$

**Solution.** We prove by induction on $j$ that

$$2tj\,[F(x_j)-F(z)]\le\|x_0-z\|^2-\|x_j-z\|^2 .$$

For $j=0$ both sides are zero. For the next step, write

$$(j+1)[F(x_{j+1})-F(z)]=j[F(x_{j+1})-F(x_j)]+j[F(x_j)-F(z)]+[F(x_{j+1})-F(z)] .$$

Multiply by $2t$. The first term is at most zero by (f), the second is bounded by the induction hypothesis, and the third is at most $\|x_j-z\|^2-\|x_{j+1}-z\|^2$ by (e). The intermediate distances cancel. At $j=k$, drop $-\|x_k-z\|^2\le0$ and divide by $2tk>0$.

The induction is `key` in the code, with `h1` for (e) and `h3` for the descent term.

```lean
/-- Convergence rate of iterative soft thresholding: if `lam ≥ 0`, `‖A v‖² ≤ L ‖v‖²` for all
`v`, `t > 0` and `t L ≤ 1`, then after `k ≥ 1` updates the objective exceeds its value at any
`z` by at most `‖x₀ - z‖² / (2 t k)`. -/
theorem convergence_rate (hlam : 0 ≤ lam) (ht : 0 < t)
    (hL : ∀ v, sqNorm (A *ᵥ v) ≤ L * sqNorm v) (htL : t * L ≤ 1)
    (x₀ z : n → ℝ) {k : ℕ} (hk : 1 ≤ k) :
    objective A y lam (iterate A y lam t x₀ k) - objective A y lam z
      ≤ sqNorm (x₀ - z) / (2 * t * k) := by
  -- telescoping: the objective decreases, so the last excess is the smallest
  have key : ∀ j : ℕ,
      2 * t * j * (objective A y lam (iterate A y lam t x₀ j) - objective A y lam z)
        ≤ sqNorm (x₀ - z) - sqNorm (iterate A y lam t x₀ j - z) := by
    intro j
    induction j with
    | zero => simp [iterate]
    | succ j ih =>
      have hs : iterate A y lam t x₀ (j + 1) = update A y lam t (iterate A y lam t x₀ j) :=
        Function.iterate_succ_apply' _ _ _
      rw [hs]
      have h1 := update_inequality (y := y) hlam ht hL htL (iterate A y lam t x₀ j) z
      have h2 := (sqNorm_nonneg _).trans
        (update_descent (y := y) hlam ht hL htL (iterate A y lam t x₀ j))
      have h3 := mul_nonneg (Nat.cast_nonneg (α := ℝ) j) h2
      push_cast
      linarith
  have hk' : (0 : ℝ) < k := by exact_mod_cast hk
  rw [le_div_iff₀ (by positivity)]
  linarith [key k, sqNorm_nonneg (iterate A y lam t x₀ k - z)]
```

For a linear cluster expansion with fixed structures and clusters, this bounds the number of updates needed to reach a chosen tolerance in $F$, given a bound on the distance from $x_0$ to a minimiser. The theorem concerns objective values: it gives no rate for the interactions themselves, no error estimate for structures left out of the fit, and no account of floating-point rounding.

## (h) Where the update stops

**Task.** Let $p$ be the update of $x$. Show that

$$p=x\quad\Longleftrightarrow\quad F(x)\le F(z)\ \text{ for all }z .$$

**Solution.** If $p=x$, the right side of (e) is zero, so $2t[F(x)-F(z)]\le0$. Since $t>0$, $F(x)\le F(z)$ for every $z$.

Conversely, if $x$ is a global minimiser, then $F(x)-F(p)\le0$, and (f) gives $\|p-x\|^2\le0$. With (a) this sum of squares is zero, so each component of $p-x$ vanishes.

The two branches after `constructor` are these two directions. The equivalence characterises minimisers without asserting that one exists.

```lean
/-- If `lam ≥ 0`, `‖A v‖² ≤ L ‖v‖²` for all `v`, `t > 0` and `t L ≤ 1`, the interactions left
unchanged by the update are exactly the global minimisers of the objective. -/
theorem fixed_point_iff_minimiser (hlam : 0 ≤ lam) (ht : 0 < t)
    (hL : ∀ v, sqNorm (A *ᵥ v) ≤ L * sqNorm v) (htL : t * L ≤ 1) (x : n → ℝ) :
    update A y lam t x = x ↔ ∀ z, objective A y lam x ≤ objective A y lam z := by
  constructor
  · intro hfix z
    have h := update_inequality (y := y) hlam ht hL htL x z
    rw [hfix] at h
    by_contra hc
    have hpos := mul_pos ht (sub_pos.2 (not_le.1 hc))
    linarith
  · intro hmin
    have h := update_descent (y := y) hlam ht hL htL x
    have h1 := mul_nonneg ht.le (sub_nonneg.2 (hmin (update A y lam t x)))
    -- a minimiser cannot be improved, so the move has zero length
    have h2 : sqNorm (update A y lam t x - x) = 0 :=
      le_antisymm (by linarith) (sqNorm_nonneg _)
    unfold sqNorm at h2
    rw [Finset.sum_eq_zero_iff_of_nonneg (fun i _ => sq_nonneg _)] at h2
    funext i
    have h3 := pow_eq_zero_iff (two_ne_zero) |>.1 (h2 i (Finset.mem_univ i))
    exact sub_eq_zero.1 h3

end

end ClusterExpansionSoftThresholding
```

```lean
#print axioms ClusterExpansionSoftThresholding.entrywise_bound
#print axioms ClusterExpansionSoftThresholding.convergence_rate
#print axioms ClusterExpansionSoftThresholding.fixed_point_iff_minimiser
```

```
'ClusterExpansionSoftThresholding.entrywise_bound' depends on axioms: [propext, Classical.choice, Quot.sound]
'ClusterExpansionSoftThresholding.convergence_rate' depends on axioms: [propext, Classical.choice, Quot.sound]
'ClusterExpansionSoftThresholding.fixed_point_iff_minimiser' depends on axioms: [propext, Classical.choice, Quot.sound]
```

## Two structures and two clusters in numbers

Take, in arbitrary energy units,

$$A=\begin{pmatrix}1&1\\1&-1\end{pmatrix},\qquad y=\begin{pmatrix}5\\3\end{pmatrix},\qquad\lambda=4,\qquad x_0=\begin{pmatrix}0\\0\end{pmatrix}.$$

The squared entries sum to $4$, so (d) permits $L=4$ and $t=1/4$. The threshold is $t\lambda=1$. Since $A^{\mathsf T}A=2I$ and $A^{\mathsf T}y=(8,2)$, the gradient step sends $x$ to $x/2+(2,\tfrac12)$.

- The first step gives $(2,\tfrac12)$, which shrinks to $x_1=(1,0)$.
- The second gives $(\tfrac52,\tfrac12)$, which shrinks to $x_2=(\tfrac32,0)$.
- The point $z=(2,0)$ goes to $(3,\tfrac12)$ and shrinks back to $(2,0)$, so by (h) it is a global minimiser.

The objective values are $F(x_0)=17$, $F(x_1)=14$, $F(x_2)=13.25$ and $F(z)=13$. With $\|x_0-z\|^2=4$, the bound in (g) is $8/k$. The actual excesses are $1\le8$ after one update and $0.25\le4$ after two.
